# Orbital-optimised pair CI with distinct coefficients is exact for a two-electron singlet in a finite real basis

Stationarity is expressed here through a Lagrangian with a fixed energy $E$. As with the quotient of energy and squared norm, the state can stay unnormalised. Every variation is an ordinary derivative in one real parameter $t$.

The state itself is a matrix. In a finite set of orthonormal real orbitals $\varphi_i$, the spatial part of a two-electron singlet is

$$\Psi(\mathbf r_1,\mathbf r_2)=\sum_{ij}A_{ij}\,\varphi_i(\mathbf r_1)\varphi_j(\mathbf r_2),\qquad A^T=A,$$

and the overlap of two such states is $\operatorname{tr}(AB)$. The finite type `n` labels the orbitals.

In Lean 4 with Mathlib:

```lean
import Mathlib

open Matrix
open scoped Matrix.Norms.Operator

namespace TwoElectronBrillouin

noncomputable section

variable {n : Type*} [Fintype n] [DecidableEq n]
```

## The Hamiltonian as a map on coefficient matrices

The Hamiltonian becomes a linear map $L$ that takes the coefficients of $\Psi$ to those of $H\Psi$ projected onto the products $\varphi_i(\mathbf r_1)\varphi_j(\mathbf r_2)$. Two properties are assumed. Since $H$ is spin-free and treats the electrons alike, $L$ sends symmetric matrices to symmetric matrices (`symm`). Since $H$ is Hermitian and real, $\operatorname{tr}(A\,L(B))=\operatorname{tr}(L(A)\,B)$ for symmetric $A,B$ (`selfAdj`). No one- or two-electron integrals enter, so the results hold for any $L$ with these properties.

```lean
/-- A two-electron Hamiltonian acting on coefficient matrices: it maps symmetric (singlet)
matrices to symmetric ones and is self-adjoint on them for the trace product. -/
structure IsPairHamiltonian (L : Matrix n n ℝ →ₗ[ℝ] Matrix n n ℝ) : Prop where
  symm : ∀ A, Aᵀ = A → (L A)ᵀ = L A
  selfAdj : ∀ A B, Aᵀ = A → Bᵀ = B → trace (A * L B) = trace (L A * B)
```

The Lagrangian is the unnormalised energy expectation value minus $E$ times the squared norm:

$$\mathcal L_E(A)=\operatorname{tr}\big(A\,(L(A)-E A)\big).$$

```lean
/-- For a symmetric matrix `A`, the unnormalised energy expectation value `tr (A L(A))` minus `E`
times the squared norm `tr (A A)`. -/
def lagrangian (L : Matrix n n ℝ →ₗ[ℝ] Matrix n n ℝ) (E : ℝ) (A : Matrix n n ℝ) : ℝ :=
  trace (A * (L A - E • A))
```

## Two kinds of variation

Pair CI keeps only doubly occupied configurations, so its coefficient matrix is $C=\operatorname{diag}(c)$. Changing the coefficients along a direction $d$ gives the curve $\operatorname{diag}(c+t\,d)$. `CIStationary` says that $\mathcal L_E$ has derivative zero at $t=0$ for every $d$.

```lean
/-- The Lagrangian is stationary under every change of the pair coefficients `c`. -/
def CIStationary (L : Matrix n n ℝ →ₗ[ℝ] Matrix n n ℝ) (E : ℝ) (c : n → ℝ) : Prop :=
  ∀ d : n → ℝ, HasDerivAt (fun t : ℝ => lagrangian L E (diagonal (c + t • d))) 0 0
```

An orbital rotation $U=e^{tK}$ with $K^T=-K$ changes $C$ into $UCU^T=e^{tK}Ce^{-tK}$. `OrbitalStationary` requires a zero derivative at $t=0$ for every such $K$.

```lean
/-- The Lagrangian is stationary under every orbital rotation `exp (tK)` of the pair state,
with `K` antisymmetric. -/
def OrbitalStationary (L : Matrix n n ℝ →ₗ[ℝ] Matrix n n ℝ) (E : ℝ) (c : n → ℝ) : Prop :=
  ∀ K : Matrix n n ℝ, Kᵀ = -K → HasDerivAt (fun t : ℝ => lagrangian L E
    (NormedSpace.exp (t • K) * diagonal c * NormedSpace.exp (t • (-K)))) 0 0
```

## The first variation

Let $\gamma(t)$ be a curve of matrices with $\gamma(0)=C$ and velocity $V$ at $t=0$, both symmetric. The product rule gives

$$\frac{d}{dt}\mathcal L_E(\gamma)\Big|_0=\operatorname{tr}\big(V(L(C)-EC)\big)+\operatorname{tr}\big(C(L(V)-EV)\big).$$

Self-adjointness turns $\operatorname{tr}(C\,L(V))$ into $\operatorname{tr}(L(C)V)$, and the trace is cyclic, so the two halves are equal:

$$\frac{d}{dt}\mathcal L_E(\gamma)\Big|_0=2\operatorname{tr}\big((L(C)-EC)V\big).$$

In the proof, `hM` differentiates $L(\gamma)-E\gamma$, `hT` applies the product rule under the trace, and the rewrite with `hL.selfAdj` merges the halves.

```lean
/-- First variation of the Lagrangian along a curve of states that passes through the symmetric
matrix `C` with symmetric velocity `V`. -/
theorem hasDerivAt_lagrangian {L : Matrix n n ℝ →ₗ[ℝ] Matrix n n ℝ}
    (hL : IsPairHamiltonian L) (E : ℝ) {γ : ℝ → Matrix n n ℝ} {C V : Matrix n n ℝ}
    (hγ : HasDerivAt γ V 0) (h0 : γ 0 = C) (hC : Cᵀ = C) (hV : Vᵀ = V) :
    HasDerivAt (fun t => lagrangian L E (γ t)) (2 * trace ((L C - E • C) * V)) 0 := by
  subst h0
  have hM : HasDerivAt (fun t => L (γ t) - E • γ t) (L V - E • V) 0 := by
    have h := (LinearMap.toContinuousLinearMap
      (L - E • LinearMap.id)).hasFDerivAt.comp_hasDerivAt 0 hγ
    have e : (fun t => L (γ t) - E • γ t) =
        ⇑(LinearMap.toContinuousLinearMap (L - E • LinearMap.id)) ∘ γ := by
      funext t
      simp
    rw [e]
    exact h.congr_deriv (by simp)
  have hT := (LinearMap.toContinuousLinearMap
    (Matrix.traceLinearMap n ℝ ℝ)).hasFDerivAt.comp_hasDerivAt 0 (hγ.fun_mul hM)
  refine HasDerivAt.congr_deriv
    (f' := trace (V * (L (γ 0) - E • γ 0) + γ 0 * (L V - E • V))) hT ?_
  -- self-adjointness makes the two halves of the variation equal
  simp only [mul_sub, sub_mul, trace_add, trace_sub, mul_smul_comm, smul_mul_assoc,
    trace_smul, smul_eq_mul]
  rw [hL.selfAdj _ _ hC hV, trace_mul_comm V (L (γ 0)), trace_mul_comm V (γ 0)]
  ring
```

## Coefficient variations fix the diagonal

For $V=\operatorname{diag}(d)$ the first variation is

$$2\sum_i\big(L(C)_{ii}-E c_i\big)d_i .$$

It vanishes for all $d$ exactly when $L(C)_{ii}=E c_i$ for every $i$, which is the CI eigenvalue equation projected on the doubly occupied configurations. The statement `key` computes this derivative. Choosing $d$ as a unit vector, `Pi.single i 1`, and using the uniqueness of derivatives isolates one equation at a time.

```lean
/-- Stationarity in the pair coefficients is the CI eigenvalue equation projected on the
doubly occupied configurations. -/
theorem ciStationary_iff {L : Matrix n n ℝ →ₗ[ℝ] Matrix n n ℝ}
    (hL : IsPairHamiltonian L) (E : ℝ) (c : n → ℝ) :
    CIStationary L E c ↔ ∀ i, L (diagonal c) i i = E * c i := by
  have key : ∀ d : n → ℝ, HasDerivAt (fun t : ℝ => lagrangian L E (diagonal (c + t • d)))
      (2 * ∑ i, (L (diagonal c) i i - E * c i) * d i) 0 := by
    intro d
    have hcurve : HasDerivAt (fun t : ℝ => diagonal (c + t • d)) (diagonal d) 0 := by
      have he : (fun t : ℝ => diagonal (c + t • d)) =
          fun t : ℝ => diagonal c + t • diagonal d := by
        funext t
        ext i j
        by_cases h : i = j
        · subst h; simp
        · simp [h]
      rw [he]
      exact (((hasDerivAt_id' (0 : ℝ)).smul_const (diagonal d)).const_add
        (diagonal c)).congr_deriv (one_smul ℝ _)
    refine (hasDerivAt_lagrangian hL E hcurve (by simp) (diagonal_transpose c)
      (diagonal_transpose d)).congr_deriv ?_
    simp [Matrix.trace, Matrix.mul_diagonal]
  constructor
  · intro h i
    have h1 := (key (Pi.single i 1)).unique (h _)
    simp [Pi.single_apply] at h1
    linarith
  · intro h d
    exact (key d).congr_deriv (by simp [h])
```

## Orbital variations give the Brillouin condition

Differentiating $e^{tK}Ce^{-tK}$ at $t=0$ gives $V=KC-CK=[K,C]$, which is symmetric because

$$(KC-CK)^T=CK^T-K^TC=KC-CK.$$

The term with $E$ drops out, since a rotation preserves the norm:

$$\operatorname{tr}(C[K,C])=\operatorname{tr}(CKC)-\operatorname{tr}(C^2K)=0.$$

What remains is $2\operatorname{tr}(L(C)[K,C])$. Orbital stationarity therefore means $\operatorname{tr}(L(C)[K,C])=0$ for all antisymmetric $K$. This is a Brillouin condition for a pair state that may contain several configurations. If only one coefficient is nonzero, it reduces to the Hartree–Fock statement that the determinant does not couple to its singlet single excitations. In the code, `hcurve` supplies the velocity and `hz` removes the norm term.

```lean
/-- Stationarity under orbital rotations is the Brillouin condition
`tr (L(C) [K, C]) = 0` for all antisymmetric `K`. -/
theorem orbitalStationary_iff {L : Matrix n n ℝ →ₗ[ℝ] Matrix n n ℝ}
    (hL : IsPairHamiltonian L) (E : ℝ) (c : n → ℝ) :
    OrbitalStationary L E c ↔ ∀ K : Matrix n n ℝ, Kᵀ = -K →
      trace (L (diagonal c) * (K * diagonal c - diagonal c * K)) = 0 := by
  have key : ∀ K : Matrix n n ℝ, Kᵀ = -K → HasDerivAt (fun t : ℝ => lagrangian L E
      (NormedSpace.exp (t • K) * diagonal c * NormedSpace.exp (t • (-K))))
      (2 * trace (L (diagonal c) * (K * diagonal c - diagonal c * K))) 0 := by
    intro K hK
    have hcurve : HasDerivAt (fun t : ℝ =>
        NormedSpace.exp (t • K) * diagonal c * NormedSpace.exp (t • (-K)))
        (K * diagonal c - diagonal c * K) 0 := by
      refine (((hasDerivAt_exp_smul_const K (0 : ℝ)).mul_const (diagonal c)).fun_mul
        (hasDerivAt_exp_smul_const (-K) (0 : ℝ))).congr_deriv ?_
      simp [NormedSpace.exp_zero, sub_eq_add_neg]
    refine (hasDerivAt_lagrangian hL E hcurve (by simp [NormedSpace.exp_zero])
      (diagonal_transpose c) ?_).congr_deriv ?_
    · rw [transpose_sub, transpose_mul, transpose_mul, hK, diagonal_transpose]
      noncomm_ring
    · -- a rotation does not change the norm
      have hz : trace (diagonal c * (K * diagonal c - diagonal c * K)) = 0 := by
        rw [mul_sub, trace_sub, ← mul_assoc (diagonal c) (diagonal c) K,
          trace_mul_comm (diagonal c * diagonal c) K,
          trace_mul_comm (diagonal c) (K * diagonal c), mul_assoc, sub_self]
      rw [sub_mul, trace_sub, smul_mul_assoc, trace_smul, hz, smul_zero, sub_zero]
  constructor
  · intro h K hK
    have h1 := (key K hK).unique (h K hK)
    linarith
  · intro h K hK
    exact (key K hK).congr_deriv (by rw [h K hK, mul_zero])
```

Write $F=L(C)$. By cyclicity,

$$\operatorname{tr}(F[K,C])=\operatorname{tr}(CFK)-\operatorname{tr}(FCK)=\operatorname{tr}([C,F]K).$$

Because $F$ and $C$ are symmetric, $[C,F]$ is antisymmetric and is itself an allowed choice of $K$. With $K=[C,F]$ the condition reads

$$0=\operatorname{tr}(K^2)=\sum_{ij}K_{ij}K_{ji}=-\sum_{ij}K_{ij}^2,$$

so every $K_{ij}$ is zero and $CF=FC$. Conversely, if $F$ and $C$ commute, the trace vanishes for every $K$. Here `hid` is the cyclic identity, `h3` is the sum of squares, and `hK0` concludes that the commutator is zero.

```lean
/-- For symmetric `F` and `C`, the Brillouin condition `tr (F [K, C]) = 0` for all
antisymmetric `K` says exactly that `F` and `C` commute. -/
theorem brillouin_iff_commute {F C : Matrix n n ℝ} (hF : Fᵀ = F) (hC : Cᵀ = C) :
    (∀ K : Matrix n n ℝ, Kᵀ = -K → trace (F * (K * C - C * K)) = 0) ↔ C * F = F * C := by
  have hid : ∀ K : Matrix n n ℝ,
      trace (F * (K * C - C * K)) = trace ((C * F - F * C) * K) := by
    intro K
    rw [mul_sub, sub_mul, trace_sub, trace_sub, ← mul_assoc F K C,
      trace_mul_comm (F * K) C, ← mul_assoc C F K, ← mul_assoc F C K]
  constructor
  · intro h
    -- test the condition on the commutator itself
    obtain ⟨K, hKdef⟩ : ∃ K, K = C * F - F * C := ⟨_, rfl⟩
    have hK : Kᵀ = -K := by
      rw [hKdef, transpose_sub, transpose_mul, transpose_mul, hF, hC, neg_sub]
    have h1 : trace (K * K) = 0 := by
      have h2 := h K hK
      rwa [hid, ← hKdef] at h2
    have h3 : trace (K * K) = -∑ i, ∑ j, K i j ^ 2 := by
      simp only [Matrix.trace, Matrix.diag_apply, Matrix.mul_apply, ← Finset.sum_neg_distrib]
      refine Finset.sum_congr rfl fun i _ => Finset.sum_congr rfl fun j _ => ?_
      have h4 : K j i = -K i j := congrFun (congrFun hK i) j
      rw [h4]; ring
    have hs : ∑ i, ∑ j, K i j ^ 2 = 0 := by linarith
    have hK0 : K = 0 := by
      ext i j
      have a := (Finset.sum_eq_zero_iff_of_nonneg (fun i _ =>
        Finset.sum_nonneg fun j _ => sq_nonneg (K i j))).1 hs i (Finset.mem_univ i)
      have b := (Finset.sum_eq_zero_iff_of_nonneg (fun j _ =>
        sq_nonneg (K i j))).1 a j (Finset.mem_univ j)
      simpa using b
    exact sub_eq_zero.1 (hKdef.symm.trans hK0)
  · intro h K _
    rw [hid, h, sub_self, zero_mul, trace_zero]
```

## Distinct coefficients remove the off-diagonal part

The $(i,j)$ element of $CF=FC$ is $c_iF_{ij}=F_{ij}c_j$, or

$$(c_i-c_j)\,F_{ij}=0 .$$

If the $c_i$ are pairwise distinct, then $F_{ij}=0$ for $i\neq j$. The coefficient variations have already given $F_{ii}=Ec_i$, so $L(C)=EC$. In the other direction, $L(C)=EC$ gives the diagonal equations at once and makes $L(C)$ commute with $C$.

The theorem states this equivalence, with distinctness written as `Function.Injective c`. The proof first rewrites both stationarity conditions with the three preceding results, then treats diagonal and off-diagonal elements separately.

```lean
/-- For distinct pair coefficients `c`, the Lagrangian with energy `E` is stationary in coefficients
and orbitals if and only if `C = diagonal c` satisfies the full two-electron eigenvalue equation
`L(C) = E C`. -/
theorem stationary_iff_eigenstate {L : Matrix n n ℝ →ₗ[ℝ] Matrix n n ℝ}
    (hL : IsPairHamiltonian L) (E : ℝ) {c : n → ℝ} (hc : Function.Injective c) :
    (CIStationary L E c ∧ OrbitalStationary L E c) ↔
      L (diagonal c) = E • diagonal c := by
  rw [ciStationary_iff hL, orbitalStationary_iff hL,
    brillouin_iff_commute (hL.symm _ (diagonal_transpose c)) (diagonal_transpose c)]
  constructor
  · rintro ⟨hd, hcomm⟩
    ext i j
    by_cases hij : i = j
    · subst hij; simp [hd]
    · -- commuting with distinct diagonal entries removes the off-diagonal elements
      have h1 := congrFun (congrFun hcomm i) j
      rw [diagonal_mul, mul_diagonal] at h1
      have h2 : (c i - c j) * L (diagonal c) i j = 0 := by linear_combination h1
      have h3 := (mul_eq_zero.1 h2).resolve_left (sub_ne_zero.2 fun h => hij (hc h))
      simp [h3, hij]
  · intro h
    rw [h]
    exact ⟨fun i => by simp, by rw [mul_smul_comm, smul_mul_assoc]⟩
```

For a two-electron singlet in a finite real basis, a stationary point of orbital-optimised pair CI with distinct coefficients thus has no error left relative to full CI in that basis. The theorem doesn't say that such a point exists, nor that it is the ground state. Distinctness concerns the signed coefficients: $c_i=-c_j\neq0$ is allowed although the occupations are equal, whereas two empty orbitals, both with coefficient zero, violate it.

The smallest non-empty case has one orbital. There is no rotation, $L$ multiplies by a number $\lambda$, and both sides of the equivalence reduce to $\lambda c=Ec$. For $c=0$ this is trivially true and describes no state; with two or more orbitals, distinctness already ensures $C\neq0$.

## A two-orbital Hamiltonian

Label the orbitals 0 and 1, and let

$$L(A)=\begin{pmatrix}A_{11}+A_{01}+A_{10}&A_{00}+A_{11}\\A_{00}+A_{11}&A_{00}+A_{01}+A_{10}\end{pmatrix}.$$

In the normalised singlet configurations, the two doubly occupied ones are coupled to each other with strength $1$ (pair hopping), and each is coupled to the open-shell one with strength $\sqrt2$. All diagonal energies are zero.

```lean
/-- A two-orbital Hamiltonian with pair hopping and a coupling between the doubly occupied
configurations and the open-shell one. -/
def pairModel : Matrix (Fin 2) (Fin 2) ℝ →ₗ[ℝ] Matrix (Fin 2) (Fin 2) ℝ where
  toFun A := !![A 1 1 + A 0 1 + A 1 0, A 0 0 + A 1 1; A 0 0 + A 1 1, A 0 0 + A 0 1 + A 1 0]
  map_add' A B := by
    ext i j
    fin_cases i <;> fin_cases j <;> simp <;> ring
  map_smul' r A := by
    ext i j
    fin_cases i <;> fin_cases j <;> simp <;> ring
```

The output is symmetric by inspection. For self-adjointness, writing out $\operatorname{tr}(A\,L(B))$ and $\operatorname{tr}(L(A)B)$ gives the same polynomial in the matrix elements, which `ring` confirms.

```lean
/-- The two-orbital model is a two-electron Hamiltonian in the sense used here. -/
theorem pairModel_isPairHamiltonian : IsPairHamiltonian pairModel where
  symm A _ := by
    ext i j
    fin_cases i <;> fin_cases j <;> simp [pairModel]
  selfAdj A B _ _ := by
    simp only [Matrix.trace_fin_two, Matrix.mul_apply, Fin.sum_univ_two]
    simp [pairModel]
    ring
```

Take $c=(1,-1)$, or $(1,-1)/\sqrt2$ when normalised. The couplings to the open-shell configuration cancel, and

$$L\begin{pmatrix}1&0\\0&-1\end{pmatrix}=\begin{pmatrix}-1&0\\0&1\end{pmatrix}=-\begin{pmatrix}1&0\\0&-1\end{pmatrix}.$$

This is an eigenstate with $E=-1$, so the equivalence, read from right to left, makes it stationary in both senses. All the hypotheses of the main theorem are therefore met by an actual state.

```lean
/-- In the two-orbital model the pair state with the distinct coefficients `1, -1` is stationary
in coefficients and orbitals, with `E = -1`. -/
theorem stationary_witness : IsPairHamiltonian pairModel ∧
    Function.Injective (![1, -1] : Fin 2 → ℝ) ∧
    CIStationary pairModel (-1) ![1, -1] ∧ OrbitalStationary pairModel (-1) ![1, -1] := by
  have hinj : Function.Injective (![1, -1] : Fin 2 → ℝ) := by
    intro i j
    fin_cases i <;> fin_cases j <;> norm_num
  refine ⟨pairModel_isPairHamiltonian, hinj,
    (stationary_iff_eigenstate pairModel_isPairHamiltonian (-1) hinj).2 ?_⟩
  ext i j
  fin_cases i <;> fin_cases j <;> simp [pairModel]
```

## Equal coefficients can break the conclusion

Now take $c=(1,1)$, normalised $(1,1)/\sqrt2$, so that $C$ is the unit matrix. Every rotation leaves it unchanged, since $UU^T=1$, and orbital stationarity carries no information. The Hamiltonian gives

$$L(C)=\begin{pmatrix}1&2\\2&1\end{pmatrix}.$$

The diagonal satisfies $L(C)_{ii}=1\cdot c_i$, so the state is also stationary in its coefficients with $E=1$. The off-diagonal element $2$ is the remaining coupling to the open-shell configuration, and it shows that $L(C)\neq C$. Since $EC$ is diagonal for every $E$, the same element excludes any other energy too. Without distinct coefficients, full stationarity does not imply an eigenstate.

```lean
/-- With equal coefficients `1, 1` the pair state of the two-orbital model is stationary in
coefficients and orbitals with `E = 1`, yet it is not an eigenstate with that energy. -/
theorem degenerate_stationary_not_eigenstate :
    CIStationary pairModel 1 (fun _ => 1) ∧ OrbitalStationary pairModel 1 (fun _ => 1) ∧
    pairModel (diagonal fun _ => 1) ≠ (1 : ℝ) • diagonal fun _ => 1 := by
  refine ⟨(ciStationary_iff pairModel_isPairHamiltonian _ _).2 ?_,
    (orbitalStationary_iff pairModel_isPairHamiltonian _ _).2 ?_, ?_⟩
  · intro i
    fin_cases i <;> simp [pairModel]
  · exact (brillouin_iff_commute (pairModel_isPairHamiltonian.symm _ (diagonal_transpose _))
      (diagonal_transpose _)).2 (by rw [diagonal_one, one_mul, mul_one])
  · intro h
    have h1 := congrFun (congrFun h 0) 1
    simp [pairModel] at h1

end

end TwoElectronBrillouin
```

```lean
#print axioms TwoElectronBrillouin.stationary_iff_eigenstate
#print axioms TwoElectronBrillouin.degenerate_stationary_not_eigenstate
```

```
'TwoElectronBrillouin.stationary_iff_eigenstate' depends on axioms: [propext, Classical.choice, Quot.sound]
'TwoElectronBrillouin.degenerate_stationary_not_eigenstate' depends on axioms: [propext, Classical.choice, Quot.sound]
```
